# Photon emission and absorption factors n + 1 and n for one field mode

Let \(a\) and \(b\) be linear maps on a complex inner-product space \(V\) with
\[
\langle ax,y\rangle=\langle x,by\rangle ,\qquad ab-ba=1 ,
\]
and let \(v\) be a unit vector with \(av=0\). Then the vectors \(v_n=b^n v/\sqrt{n!}\), \(n=0,1,2,\dots\), are orthonormal, and
\[
\|b\,v_n\|^2=n+1,\qquad \|a\,v_n\|^2=n .
\]
Here \(a\) removes a photon from a single mode of the radiation field, \(b\) adds one, \(v\) is the vacuum and \(v_n\) is the state with \(n\) photons. In first-order perturbation theory for a source coupled linearly to one mode, these factors make emission proportional to \(n+1\), which is nonzero even in the vacuum, and absorption proportional to \(n\).

## The mode, its number states and the coupling

The space `V` is any complex inner-product space; neither completeness nor a basis is assumed. The inner product is conjugate-linear in its first argument.

In Lean 4 with Mathlib:

```lean
import Mathlib

open scoped InnerProductSpace ComplexConjugate

namespace PhotonEmissionAbsorption

noncomputable section

variable {V : Type*} [NormedAddCommGroup V] [InnerProductSpace ℂ V]
```

The adjoint relation and the commutator are the two fields of a structure. Both are stated on vectors and hold for all of them, and `Module.End ℂ V` is the type of linear maps from \(V\) to itself. The vacuum is not part of the structure: \(av=0\) and \(\|v\|=1\) enter the theorems as the hypotheses `h0` and `hv`.

```lean
/-- One mode of the radiation field: `a` removes a photon, `b` is its adjoint and adds one,
and `ab - ba = 1`. (A concrete model is the space of complex polynomials with `a = d/dz`,
`b = z` and the monomials `z ^ n` orthogonal with squared norm `n!`.) -/
structure IsPhotonMode (a b : Module.End ℂ V) : Prop where
  adj : ∀ x y, ⟪a x, y⟫_ℂ = ⟪x, b y⟫_ℂ
  comm : ∀ x, a (b x) - b (a x) = x
```

The polynomial model in the comment is not constructed in the file, but its adjoint relation is quick to verify: \(\langle \tfrac{d}{dz}z^m,z^n\rangle\) and \(\langle z^m,z\,z^n\rangle\) both equal \(m!\) when \(m=n+1\) and vanish otherwise. The commutator is the product rule, and the constant polynomial 1 is the vacuum.

The number state carries its normalisation in the definition:
\[
v_n=\frac{1}{\sqrt{n!}}\,b^n v .
\]

```lean
/-- The `n`-photon state `b ^ n v / √(n!)` built on the vector `v`. -/
def numberState (b : Module.End ℂ V) (v : V) (n : ℕ) : V :=
  (√(n.factorial : ℝ) : ℂ)⁻¹ • (b ^ n) v
```

A source couples to the mode through \(F=g\,a+\bar g\,b\). For an emitter in the dipole approximation, \(g\) stands, up to sign, for the dipole moment of the upward transition dotted with the coefficient of \(a\) in the mode's electric-field operator at the emitter's position, so it does not depend on the photon number. In the resonant terms absorption goes with the upward transition and carries \(g\), while emission goes with the downward one and carries \(\bar g\). Here \(g\) is a free parameter, and the source's own states are not modelled.

```lean
/-- The linear coupling `g a + conj g b` of a source to the mode. -/
def fieldCoupling (g : ℂ) (a b : Module.End ℂ V) : Module.End ℂ V :=
  g • a + conj g • b
```

## Three preliminary identities

Every step up or down the ladder carries the amplitude \(\sqrt{n+1}\). It is nonzero, so it can be divided out, and both its square and its squared modulus are \(n+1\). The lemma records this for the real root regarded as a complex number.

```lean
/-- The ladder amplitude `√(n+1)` is nonzero, and its square and squared modulus are `n + 1`. -/
theorem ladder_amplitude (n : ℕ) :
    (√(n + 1 : ℝ) : ℂ) ≠ 0 ∧ (√(n + 1 : ℝ) : ℂ) * (√(n + 1 : ℝ) : ℂ) = (n : ℂ) + 1 ∧
      ‖(√(n + 1 : ℝ) : ℂ)‖ ^ 2 = (n : ℝ) + 1 := by
  have hp : (0 : ℝ) < (n : ℝ) + 1 := by positivity
  refine ⟨Complex.ofReal_ne_zero.mpr (Real.sqrt_pos.mpr hp).ne', ?_, ?_⟩
  · rw [← Complex.ofReal_mul, Real.mul_self_sqrt hp.le]
    push_cast
    rfl
  · rw [Complex.norm_real, Real.norm_eq_abs, sq_abs, Real.sq_sqrt hp.le]
```

The adjoint relation also works in the other direction, by conjugate symmetry:
\[
\langle bx,y\rangle=\overline{\langle y,bx\rangle}=\overline{\langle ay,x\rangle}=\langle x,ay\rangle .
\]

```lean
/-- The creation operator moves across the inner product as the annihilation operator. -/
theorem IsPhotonMode.adj_symm {a b : Module.End ℂ V} (h : IsPhotonMode a b) (x y : V) :
    ⟪b x, y⟫_ℂ = ⟪x, a y⟫_ℂ := by
  rw [← inner_conj_symm (b x) y, ← h.adj y x, inner_conj_symm]
```

For orthonormal \(u_n\) and a finite set \(S\) of indices, the cross terms vanish:
\[
\Big\|\sum_{n\in S}d_n u_n\Big\|^2=\sum_{n\in S}\bar d_n d_n=\sum_{n\in S}|d_n|^2 .
\]

```lean
/-- The squared norm of a superposition of orthonormal states is the sum of the
squared moduli of its amplitudes. -/
theorem norm_sq_superposition {u : ℕ → V} (hu : Orthonormal ℂ u) (d : ℕ → ℂ) (S : Finset ℕ) :
    ‖∑ n ∈ S, d n • u n‖ ^ 2 = ∑ n ∈ S, ‖d n‖ ^ 2 := by
  rw [← inner_self_eq_norm_sq (𝕜 := ℂ), hu.inner_sum, map_sum]
  refine Finset.sum_congr rfl fun i _ => ?_
  rw [Complex.conj_mul', ← Complex.ofReal_pow]
  exact Complex.ofReal_re _
```

## Up and down the ladder

Since \(\sqrt{(n+1)!}=\sqrt{n+1}\,\sqrt{n!}\),
\[
b\,v_n=\frac{b^{n+1}v}{\sqrt{n!}}=\sqrt{n+1}\;\frac{b^{n+1}v}{\sqrt{(n+1)!}}=\sqrt{n+1}\;v_{n+1}.
\]
This uses only the definition of \(v_n\), so the lemma needs no hypothesis on \(b\) or \(v\).

```lean
/-- Emission ladder: `b v_n = √(n+1) v_(n+1)`. -/
theorem emission_ladder (b : Module.End ℂ V) (v : V) (n : ℕ) :
    b (numberState b v n) = (√(n + 1 : ℝ) : ℂ) • numberState b v (n + 1) := by
  have h : √((n + 1).factorial : ℝ) = √(n + 1 : ℝ) * √(n.factorial : ℝ) := by
    rw [← Real.sqrt_mul (by positivity : (0 : ℝ) ≤ (n : ℝ) + 1)]
    congr 1
    exact_mod_cast Nat.factorial_succ n
  unfold numberState
  rw [map_smul, pow_succ', Module.End.mul_apply, smul_smul, h, Complex.ofReal_mul, mul_inv,
    mul_inv_cancel_left₀ (ladder_amplitude n).1]
```

For absorption the commutator is needed. Suppose \(b\,a\,v_k=k\,v_k\) for some \(k\). Then
\[
\sqrt{k+1}\;a\,v_{k+1}=a\,b\,v_k=b\,a\,v_k+v_k=(k+1)\,v_k ,
\]
and division by \(\sqrt{k+1}\) gives \(a\,v_{k+1}=\sqrt{k+1}\,v_k\). The supposition holds at \(k=0\) because \(a\,v_0=0\). It passes from \(k\) to \(k+1\) because
\[
b\,a\,v_{k+1}=\sqrt{k+1}\;b\,v_k=(k+1)\,v_{k+1}.
\]
In the proof, `step` is the first of these arguments, and the induction supplies its premise at each level. The division is the injectivity of multiplication by a nonzero scalar.

```lean
variable {a b : Module.End ℂ V} {v : V}

/-- Absorption ladder: if `a v = 0`, then `a v_(n+1) = √(n+1) v_n`. -/
theorem absorption_ladder (h : IsPhotonMode a b) (h0 : a v = 0) (n : ℕ) :
    a (numberState b v (n + 1)) = (√(n + 1 : ℝ) : ℂ) • numberState b v n := by
  -- the commutator turns the photon number of `v_k` into the amplitude for `v_(k+1)`
  have step : ∀ k : ℕ, b (a (numberState b v k)) = (k : ℂ) • numberState b v k →
      a (numberState b v (k + 1)) = (√(k + 1 : ℝ) : ℂ) • numberState b v k := by
    intro k hk
    have e : (√(k + 1 : ℝ) : ℂ) • a (numberState b v (k + 1)) =
        (√(k + 1 : ℝ) : ℂ) • ((√(k + 1 : ℝ) : ℂ) • numberState b v k) := by
      rw [← map_smul, ← emission_ladder, sub_eq_iff_eq_add'.mp (h.comm _), hk, smul_smul,
        (ladder_amplitude k).2.1]
      module
    exact smul_right_injective V (ladder_amplitude k).1 e
  induction n with
  | zero => exact step 0 (by simp [numberState, h0])
  | succ n ih =>
    refine step (n + 1) ?_
    rw [ih, map_smul, emission_ladder, smul_smul, (ladder_amplitude n).2.1, Nat.cast_add,
      Nat.cast_one]
```

## Orthonormality

The claim is \(\langle v_m,v_n\rangle=\delta_{mn}\), proved by induction on \(m\) for all \(n\) at once. For \(m=0\), the case \(n=0\) is \(\|v\|^2=1\), and the other cases follow from
\[
\sqrt{n+1}\,\langle v_0,v_{n+1}\rangle=\langle v_0,b\,v_n\rangle=\langle a\,v_0,v_n\rangle=0 .
\]
For the step from \(m\) to \(m+1\), moving \(b\) across gives
\[
\sqrt{m+1}\,\langle v_{m+1},v_n\rangle=\langle b\,v_m,v_n\rangle=\langle v_m,a\,v_n\rangle .
\]
At \(n=0\) the right side vanishes. With \(n+1\) in place of \(n\) it equals \(\sqrt{n+1}\,\langle v_m,v_n\rangle=\sqrt{n+1}\,\delta_{mn}\), by the absorption ladder and the induction hypothesis. If \(m=n\) the two roots cancel and leave 1; otherwise the result is 0. Both equations called `key` are these displayed identities.

```lean
/-- The number states built on a unit vector `v` with `a v = 0` are orthonormal. -/
theorem numberState_orthonormal (h : IsPhotonMode a b) (h0 : a v = 0) (hv : ‖v‖ = 1) :
    Orthonormal ℂ (numberState b v) := by
  have hz : numberState b v 0 = v := by simp [numberState]
  rw [orthonormal_iff_ite]
  intro m
  induction m with
  | zero =>
    intro n
    cases n with
    | zero => simp [hz, inner_self_eq_norm_sq_to_K, hv]
    | succ n =>
      have key : (√(n + 1 : ℝ) : ℂ) * ⟪numberState b v 0, numberState b v (n + 1)⟫_ℂ = 0 := by
        rw [← inner_smul_right, ← emission_ladder, ← h.adj, hz, h0, inner_zero_left]
      simpa using (mul_eq_zero.mp key).resolve_left (ladder_amplitude n).1
  | succ m ih =>
    intro n
    -- moving `b` to the other side lowers both photon numbers
    have key : (√(m + 1 : ℝ) : ℂ) * ⟪numberState b v (m + 1), numberState b v n⟫_ℂ =
        ⟪numberState b v m, a (numberState b v n)⟫_ℂ := by
      rw [← h.adj_symm, emission_ladder, inner_smul_left, Complex.conj_ofReal]
    apply mul_left_cancel₀ (ladder_amplitude m).1
    rw [key]
    cases n with
    | zero => simp [hz, h0]
    | succ n =>
      rw [absorption_ladder h h0, inner_smul_right, ih n]
      by_cases hmn : m = n
      · subst hmn
        simp
      · simp [hmn]
```

## The factors n + 1 and n

The norms can now be read off the ladders:
\[
\|b\,v_n\|^2=(n+1)\|v_{n+1}\|^2=n+1,\qquad \|a\,v_{n+1}\|^2=(n+1)\|v_n\|^2=n+1 ,
\]
together with \(\|a\,v_0\|^2=0\). The theorem joins them to orthonormality, and its case split on `n` separates the vacuum from the states with at least one photon.

```lean
/-- Emission and absorption factors: the number states are orthonormal, adding a photon to
`v_n` gives squared norm `n + 1`, and removing one gives squared norm `n`. -/
theorem emission_absorption_factors (h : IsPhotonMode a b) (h0 : a v = 0) (hv : ‖v‖ = 1) :
    Orthonormal ℂ (numberState b v) ∧
      ∀ n : ℕ, ‖b (numberState b v n)‖ ^ 2 = (n : ℝ) + 1 ∧
        ‖a (numberState b v n)‖ ^ 2 = (n : ℝ) := by
  have hO := numberState_orthonormal h h0 hv
  refine ⟨hO, fun n => ⟨?_, ?_⟩⟩
  · rw [emission_ladder, norm_smul, hO.1, mul_one, (ladder_amplitude n).2.2]
  · cases n with
    | zero => simp [numberState, h0]
    | succ n =>
      rw [absorption_ladder h h0, norm_smul, hO.1, mul_one, (ladder_amplitude n).2.2,
        Nat.cast_add, Nat.cast_one]
```

The commutator is essential here. Take \(\mathbb{C}^2\) with orthonormal basis \(e_0,e_1\), and let \(b\,e_0=e_1\), \(b\,e_1=0\), \(a\,e_1=e_0\), \(a\,e_0=0\). The adjoint relation holds and \(v=e_0\) is a unit vector with \(av=0\), but \(ab-ba\) is \(+1\) on \(e_0\) and \(-1\) on \(e_1\). Now \(v_1=e_1\) and \(\|b\,v_1\|^2=0\) instead of 2. These are the operators of a two-level emitter, which cannot take up a second excitation.

## Superpositions of photon numbers

Let \(w=\sum_{n\in S}c_n v_n\) with \(S\) finite. Emission gives
\[
b\,w=\sum_{n\in S}c_n\sqrt{n+1}\;v_{n+1},\qquad \|b\,w\|^2=\sum_{n\in S}(n+1)|c_n|^2 ,
\]
because the shifted family \(v_{n+1}\) is again orthonormal. For absorption, the commutator gives a balance valid for every vector:
\[
\|b\,w\|^2=\langle w,a\,b\,w\rangle=\langle w,b\,a\,w\rangle+\langle w,w\rangle=\|a\,w\|^2+\|w\|^2 .
\]
Subtracting \(\|w\|^2=\sum_{n\in S}|c_n|^2\) leaves \(\|a\,w\|^2=\sum_{n\in S}n|c_n|^2\). This route avoids treating the vacuum term separately. In the proof, `hE` is the emission sum, `balance` is the identity for all vectors, and `linarith` does the subtraction. The amplitudes need not be normalised; when they are, the two results are the mean photon number plus one and the mean photon number.

```lean
/-- For a finite superposition of number states with amplitudes `c n`, the squared norms after
emission and absorption are the sums of `(n + 1) |c n|²` and of `n |c n|²`. -/
theorem superposition_factors (h : IsPhotonMode a b) (h0 : a v = 0) (hv : ‖v‖ = 1)
    (c : ℕ → ℂ) (S : Finset ℕ) :
    ‖b (∑ n ∈ S, c n • numberState b v n)‖ ^ 2 = ∑ n ∈ S, ((n : ℝ) + 1) * ‖c n‖ ^ 2 ∧
      ‖a (∑ n ∈ S, c n • numberState b v n)‖ ^ 2 = ∑ n ∈ S, (n : ℝ) * ‖c n‖ ^ 2 := by
  have hO := numberState_orthonormal h h0 hv
  have hE : ‖b (∑ n ∈ S, c n • numberState b v n)‖ ^ 2 =
      ∑ n ∈ S, ((n : ℝ) + 1) * ‖c n‖ ^ 2 := by
    simp only [map_sum, map_smul, emission_ladder, smul_smul]
    refine (norm_sq_superposition (u := fun n => numberState b v (n + 1))
      (hO.comp _ Nat.succ_injective) (fun n => c n * (√(n + 1 : ℝ) : ℂ)) S).trans ?_
    refine Finset.sum_congr rfl fun n _ => ?_
    show ‖c n * (√(n + 1 : ℝ) : ℂ)‖ ^ 2 = _
    rw [norm_mul, mul_pow, (ladder_amplitude n).2.2, mul_comm]
  -- the commutator fixes the difference between emission and absorption
  have balance : ∀ w : V, ‖b w‖ ^ 2 = ‖a w‖ ^ 2 + ‖w‖ ^ 2 := by
    intro w
    rw [← inner_self_eq_norm_sq (𝕜 := ℂ) (b w), ← inner_self_eq_norm_sq (𝕜 := ℂ) (a w),
      ← inner_self_eq_norm_sq (𝕜 := ℂ) w, h.adj_symm w (b w),
      sub_eq_iff_eq_add'.mp (h.comm w), inner_add_right, ← h.adj, map_add]
  have hs : ∑ n ∈ S, ((n : ℝ) + 1) * ‖c n‖ ^ 2 =
      ∑ n ∈ S, (n : ℝ) * ‖c n‖ ^ 2 + ∑ n ∈ S, ‖c n‖ ^ 2 := by
    rw [← Finset.sum_add_distrib]
    exact Finset.sum_congr rfl fun n _ => by ring
  have h1 := balance (∑ n ∈ S, c n • numberState b v n)
  have h2 := norm_sq_superposition hO c S
  exact ⟨hE, by linarith⟩
```

## The one-photon selection rule

Moving \(a\) to the left as \(b\) and using the emission ladder on both terms,
\[
\langle v_m,F v_n\rangle=g\,\langle b\,v_m,v_n\rangle+\bar g\,\langle v_m,b\,v_n\rangle
= g\sqrt{m+1}\;\delta_{m+1,n}+\bar g\sqrt{n+1}\;\delta_{m,n+1}.
\]
The coupling therefore connects only states whose photon numbers differ by one. The Kronecker deltas appear in the theorem as `if … then … else 0`.

```lean
/-- Selection rule: the coupling `g a + conj g b` connects `v_n` to `v_m` only if the photon
numbers differ by one, with the stated amplitudes. -/
theorem coupling_element (h : IsPhotonMode a b) (h0 : a v = 0) (hv : ‖v‖ = 1)
    (g : ℂ) (m n : ℕ) :
    ⟪numberState b v m, fieldCoupling g a b (numberState b v n)⟫_ℂ =
      (if m + 1 = n then g * (√(m + 1 : ℝ) : ℂ) else 0) +
        (if m = n + 1 then conj g * (√(n + 1 : ℝ) : ℂ) else 0) := by
  have hO := orthonormal_iff_ite.mp (numberState_orthonormal h h0 hv)
  simp only [fieldCoupling, LinearMap.add_apply, LinearMap.smul_apply, inner_add_right,
    inner_smul_right]
  rw [← h.adj_symm, emission_ladder b v m, emission_ladder b v n, inner_smul_left,
    inner_smul_right, Complex.conj_ofReal, hO (m + 1) n, hO m (n + 1)]
  simp only [mul_ite, mul_one, mul_zero]
```

At most one of the two terms survives, and its squared modulus is the strength of the transition:
\[
|\langle v_{n+1},F v_n\rangle|^2=|\langle v_n,F v_{n+1}\rangle|^2=|g|^2(n+1).
\]
Emission from \(v_n\) and the reverse absorption from \(v_{n+1}\) are equally strong. The factors \(n+1\) and \(n\) differ because they compare emission and absorption from the same initial state. These are squared matrix elements; a transition rate would also need the source's states, the time evolution and a density of final states.

```lean
/-- The transitions `v_n → v_(n+1)` and `v_(n+1) → v_n` driven by the coupling have the same
strength `|g|² (n + 1)`. -/
theorem transition_strength (h : IsPhotonMode a b) (h0 : a v = 0) (hv : ‖v‖ = 1)
    (g : ℂ) (n : ℕ) :
    ‖⟪numberState b v (n + 1), fieldCoupling g a b (numberState b v n)⟫_ℂ‖ ^ 2 =
        ‖g‖ ^ 2 * ((n : ℝ) + 1) ∧
      ‖⟪numberState b v n, fieldCoupling g a b (numberState b v (n + 1))⟫_ℂ‖ ^ 2 =
        ‖g‖ ^ 2 * ((n : ℝ) + 1) := by
  have h1 : ¬ (n + 1 + 1 = n) := by omega
  have h2 : ¬ (n = n + 1 + 1) := by omega
  constructor
  · rw [coupling_element h h0 hv, if_neg h1, if_pos (rfl : n + 1 = n + 1), zero_add, norm_mul,
      mul_pow, RCLike.norm_conj, (ladder_amplitude n).2.2]
  · rw [coupling_element h h0 hv, if_pos (rfl : n + 1 = n + 1), if_neg h2, add_zero, norm_mul,
      mul_pow, (ladder_amplitude n).2.2]

end

end PhotonEmissionAbsorption
```

```lean
#print axioms PhotonEmissionAbsorption.emission_absorption_factors
-- 'PhotonEmissionAbsorption.emission_absorption_factors' depends on axioms: [propext, Classical.choice, Quot.sound]
#print axioms PhotonEmissionAbsorption.superposition_factors
-- 'PhotonEmissionAbsorption.superposition_factors' depends on axioms: [propext, Classical.choice, Quot.sound]
#print axioms PhotonEmissionAbsorption.transition_strength
-- 'PhotonEmissionAbsorption.transition_strength' depends on axioms: [propext, Classical.choice, Quot.sound]
```

## The choice of space

Because \(a\) and \(b\) act on every vector of `V`, the space cannot be a complete Hilbert space. On a complete space, a linear map defined everywhere that has an adjoint defined everywhere is bounded, whereas \(\|b\,v_n\|^2=n+1\) grows without limit. `V` should be read as a common domain that both operators map into itself, such as the finite superpositions of number states.

Another model would start from the complete space of square-summable sequences \((c_n)\), with \(a\) and \(b\) defined only where \(\sum_n n|c_n|^2\) is finite. The ladder algebra would be the same, but each product of operators would need a check of domains. In return, the sums for emission and absorption would extend to states with infinitely many photon-number components and finite mean photon number, such as coherent states.
